# A single Fermi-level shift removes all linearised frequency misfits only if they are proportional to the signed orbit masses

Suppose a calculated Fermi surface has one electron pocket and one hole pocket, with cyclotron masses $a$ and $-a$, where $a>0$, and both calculated quantum-oscillation frequencies are too low by the same amount. A fitting routine that stores masses as absolute values concludes that raising the Fermi level will repair both. The electron pocket then grows to the right size, while the hole pocket shrinks and its error doubles. With both frequencies taken as linear in the shift, the total squared error is now twice what it was before the fit.

With the signs kept, the least-squares shift for this pair is zero, and the whole error remains. The formulas below give the best shift for any finite set of orbits whose masses are not all zero, and the error that it leaves.

## The best shift and the error it leaves

Let $F_j$ be the calculated frequency of orbit $j$ and $m_j$ its signed cyclotron mass, positive for electron orbits and negative for hole orbits. Let $d_j$ be the measured value of $e\hbar F_j$ minus the calculated one, where $e$ is the elementary charge. Moving the Fermi level by $s$ with the bands held fixed changes the calculated $e\hbar F_j$ by $m_j s$ to first order, so the remaining squared misfit is

$$S(s)=\sum_j (d_j-m_j s)^2 .$$

If at least one $m_j$ is nonzero, $S$ has exactly one minimizer,

$$s_*=\frac{\sum_j m_j d_j}{\sum_j m_j^2},$$

and its minimum is

$$S(s_*)=\frac{\sum_{i,j}(m_i d_j-m_j d_i)^2}{2\sum_j m_j^2}.$$

The minimum is zero exactly when there is a number $c$ with $d_j=m_j c$ for every $j$.

With a single orbit of nonzero mass, $s_*=d_1/m_1$ and the fit is always perfect, so agreement there says nothing about whether a rigid shift is the right correction. With two orbits the minimum is $(m_1d_2-m_2d_1)^2/(m_1^2+m_2^2)$, and the fit can fail.

## Where a quantum-oscillation code uses the shift

A code that extracts extremal orbits from a band structure finds the area $A_j$ at the Fermi energy and at nearby energies. The area gives $F_j$, and a finite difference gives $dA_j/dE$ and hence $m_j$ with its sign. Once each orbit has been matched to a measured frequency, the shift needs two sums.

With masses written as $m_j=\mu_j m_e$, where $m_e$ is the free-electron mass, and with $\Delta F_j$ the measured minus calculated frequency, the formula becomes

$$s_*=2\mu_B\,\frac{\sum_j\mu_j\,\Delta F_j}{\sum_j\mu_j^2},$$

because $e\hbar/m_e$ is twice the Bohr magneton $\mu_B$. As an invented example, take $\mu=(0.5,-1)$ and $\Delta F=(100,100)$ T. Then $s_*=-2\mu_B\cdot 40$ T, and the remaining errors are $120$ T and $60$ T. The sum of squares falls only from $20000$ to $18000$ T², and the electron orbit ends up worse than it began.

The orbits are then recomputed at the shifted Fermi energy, since orbit areas are in general not linear in energy. If the code moves the bands and keeps the Fermi level fixed, the shift applied to the bands is $-s_*$. If orbit $j$ has frequency uncertainty $\sigma_j$, dividing both $d_j$ and $m_j$ by $\sigma_j$ gives the weighted fit in the same form.

For electronic-structure work, within this linearised one-parameter model, the residual is the part of the squared misfit that a misplaced Fermi level cannot account for. It may come from errors in the bands themselves, from measurement errors or from a wrong matching of orbits to frequencies.

## From the orbit area to the residual

The Onsager relation is $F=\hbar A/(2\pi e)$. Multiplying by $e\hbar$ cancels the charge:

$$e\hbar F(E)=\frac{\hbar^2}{2\pi}A(E),\qquad \frac{d}{dE}\bigl(e\hbar F\bigr)=\frac{\hbar^2}{2\pi}\frac{dA}{dE}=m .$$

This is the slope used in the linear term $m_j s$.

Now write $M=\sum_j m_j^2$, $P=\sum_j m_j d_j$ and $D=\sum_j d_j^2$. Expanding each square gives

$$S(s)=D-2sP+s^2M .$$

One nonzero mass makes $M>0$, so $s_*=P/M$ is defined and $P=s_*M$. Subtracting the value at $s_*$,

$$S(s)-S(s_*)=-2(s-s_*)s_*M+(s^2-s_*^2)M=M(s-s_*)^2 .$$

The right-hand side is positive for every $s\neq s_*$, so $s_*$ is the minimizer and there is no other.

A sum of real squares vanishes only if every term does. Hence $S(s_*)=0$ gives $d_j=m_js_*$ for all $j$. Conversely, if $d_j=m_jc$ for all $j$, then $S(c)=0$, and $0\le S(s_*)\le S(c)=0$.

For the size of the minimum, insert $s_*=P/M$ in the expansion to get $S(s_*)=(MD-P^2)/M$. Expanding the pairwise squares gives Lagrange's identity,

$$\sum_{i,j}(m_id_j-m_jd_i)^2=MD+DM-2P^2=2(MD-P^2),$$

and division by $2M$ gives the stated residual.

A perfect fit is also fragile when an orbit other than the one whose data change has nonzero mass. Suppose $d_j=m_js$ for all $j$, let $l\neq k$ be an orbit with $m_l\neq0$, and change $d_k$ by $\varepsilon\neq0$. If some shift $t$ repaired the new data, orbit $l$ would require $m_ls=m_lt$, so $t=s$. Orbit $k$ would then require $m_ks+\varepsilon=m_ks$, which contradicts $\varepsilon\neq0$.

For the opening pair, with masses $a,-a$ and misfits $b,b$,

$$S(s)=(b-as)^2+(b+as)^2=2b^2+2a^2s^2 .$$

The shift $s=b/a$ suggested by unsigned masses gives $4b^2$, against $2b^2$ for no shift.

## The Lean file

```lean
import Mathlib

open Finset

namespace FermiLevelAdjustment

noncomputable section

/-- The Onsager frequency `F = hbar A / (2 π e)` of an orbit with extremal area `A E`
at energy `E`, for nonzero charge `e`. -/
def onsagerFrequency (hbar e : ℝ) (A : ℝ → ℝ) (E : ℝ) : ℝ :=
  hbar / (2 * Real.pi * e) * A E

/-- The signed cyclotron mass `hbar² / (2 π) · dA/dE`, given the energy derivative `A'`
of the orbit area. -/
def cyclotronMass (hbar A' : ℝ) : ℝ :=
  hbar ^ 2 / (2 * Real.pi) * A'

/-- For nonzero charge and an orbit area differentiable at `E`, the frequency multiplied by
`e hbar` changes with energy at a rate equal to the signed cyclotron mass. -/
theorem hasDerivAt_frequency {hbar e A' E : ℝ} {A : ℝ → ℝ} (he : e ≠ 0)
    (hA : HasDerivAt A A' E) :
    HasDerivAt (fun x => e * hbar * onsagerFrequency hbar e A x)
      (cyclotronMass hbar A') E := by
  have hfun : (fun x => e * hbar * onsagerFrequency hbar e A x)
      = fun x => hbar ^ 2 / (2 * Real.pi) * A x := by
    funext x
    unfold onsagerFrequency
    field_simp
  rw [hfun]
  exact hA.const_mul (hbar ^ 2 / (2 * Real.pi))

variable {ι : Type*} [Fintype ι]

/-- The total squared misfit left after a Fermi-level shift `s`, with each frequency taken as linear
in the shift, when orbit `j` has signed mass `m j` and initial misfit `d j` (measured minus
calculated, in units of `e hbar F`). -/
def misfit (m d : ι → ℝ) (s : ℝ) : ℝ :=
  ∑ j, (d j - m j * s) ^ 2

/-- The mass-weighted shift `∑ m d / ∑ m²`, for masses that are not all zero. -/
def bestShift (m d : ι → ℝ) : ℝ :=
  (∑ j, m j * d j) / ∑ j, m j ^ 2

theorem misfit_nonneg (m d : ι → ℝ) (s : ℝ) : 0 ≤ misfit m d s :=
  Finset.sum_nonneg fun _ _ => sq_nonneg _

/-- The squared misfit is a quadratic polynomial in the shift. -/
theorem misfit_expand (m d : ι → ℝ) (s : ℝ) :
    misfit m d s
      = ∑ j, d j ^ 2 - 2 * s * ∑ j, m j * d j + s ^ 2 * ∑ j, m j ^ 2 := by
  unfold misfit
  rw [Finset.mul_sum, Finset.mul_sum, ← Finset.sum_sub_distrib, ← Finset.sum_add_distrib]
  exact Finset.sum_congr rfl fun j _ => by ring

/-- A shift removes the total misfit exactly when it repairs every orbit separately. -/
theorem misfit_eq_zero_iff (m d : ι → ℝ) (s : ℝ) :
    misfit m d s = 0 ↔ ∀ j, d j = m j * s := by
  unfold misfit
  rw [Finset.sum_eq_zero_iff_of_nonneg (fun j _ => sq_nonneg _)]
  constructor
  · intro h j
    have h2 := (pow_eq_zero_iff two_ne_zero).mp (h j (Finset.mem_univ j))
    linarith
  · intro h j _
    rw [h j]
    ring

/-- If some orbit has nonzero mass, the sum of squared masses is positive. -/
theorem sum_mass_sq_pos {m : ι → ℝ} (hm : m ≠ 0) : 0 < ∑ j, m j ^ 2 := by
  obtain ⟨j, hj⟩ := Function.ne_iff.mp hm
  have hj' : m j ≠ 0 := hj
  exact Finset.sum_pos' (fun _ _ => sq_nonneg _) ⟨j, Finset.mem_univ j, by positivity⟩

/-- For masses not all zero, the misfit exceeds its value at the best shift by `∑ m²` times
the squared distance from that shift. -/
theorem misfit_complete_square {m : ι → ℝ} (hm : m ≠ 0) (d : ι → ℝ) (s : ℝ) :
    misfit m d s
      = misfit m d (bestShift m d) + (∑ j, m j ^ 2) * (s - bestShift m d) ^ 2 := by
  -- the normal equation of the least-squares problem
  have hb : bestShift m d * ∑ j, m j ^ 2 = ∑ j, m j * d j :=
    div_mul_cancel₀ _ (sum_mass_sq_pos hm).ne'
  rw [misfit_expand m d s, misfit_expand m d (bestShift m d)]
  linear_combination 2 * (s - bestShift m d) * hb

/-- For masses not all zero, a shift minimizes the squared misfit exactly when it equals
`∑ m d / ∑ m²`, and the minimum is zero exactly when the misfits are proportional to the
masses. -/
theorem fermi_level_adjustment {m : ι → ℝ} (hm : m ≠ 0) (d : ι → ℝ) :
    (∀ s, (∀ t, misfit m d s ≤ misfit m d t) ↔ s = (∑ j, m j * d j) / ∑ j, m j ^ 2) ∧
    (misfit m d (bestShift m d) = 0 ↔ ∃ c : ℝ, ∀ j, d j = m j * c) := by
  have hM := sum_mass_sq_pos hm
  refine ⟨fun s => ?_, ?_⟩
  · change _ ↔ s = bestShift m d
    constructor
    · intro h
      by_contra hne
      have h1 := h (bestShift m d)
      have h2 := misfit_complete_square hm d s
      have h3 : 0 < (s - bestShift m d) ^ 2 := by
        have := sub_ne_zero.mpr hne
        positivity
      linarith [mul_pos hM h3]
    · intro hs t
      rw [hs]
      linarith [misfit_complete_square hm d t,
        mul_nonneg hM.le (sq_nonneg (t - bestShift m d))]
  · constructor
    · intro h
      exact ⟨_, (misfit_eq_zero_iff m d _).mp h⟩
    · rintro ⟨c, hc⟩
      -- a perfect shift bounds the minimum from above by zero
      have h0 := (misfit_eq_zero_iff m d c).mpr hc
      linarith [misfit_complete_square hm d c, misfit_nonneg m d (bestShift m d),
        mul_nonneg hM.le (sq_nonneg (c - bestShift m d))]

/-- For masses not all zero, the misfit at the best shift is the sum of squared pairwise
mismatches `m i d j - m j d i`, divided by `2 ∑ m²`. -/
theorem minimum_eq_pairwise {m : ι → ℝ} (hm : m ≠ 0) (d : ι → ℝ) :
    misfit m d (bestShift m d)
      = (∑ i, ∑ j, (m i * d j - m j * d i) ^ 2) / (2 * ∑ j, m j ^ 2) := by
  have hM := sum_mass_sq_pos hm
  have hb : bestShift m d * ∑ j, m j ^ 2 = ∑ j, m j * d j :=
    div_mul_cancel₀ _ hM.ne'
  -- Lagrange's identity
  have hL : ∑ i, ∑ j, (m i * d j - m j * d i) ^ 2
      = 2 * ((∑ j, m j ^ 2) * (∑ j, d j ^ 2) - (∑ j, m j * d j) ^ 2) := by
    have h : ∀ i j, (m i * d j - m j * d i) ^ 2
        = m i ^ 2 * d j ^ 2 + d i ^ 2 * m j ^ 2 - 2 * ((m i * d i) * (m j * d j)) :=
      fun i j => by ring
    simp only [h, Finset.sum_add_distrib, Finset.sum_sub_distrib, ← Finset.mul_sum,
      ← Finset.sum_mul]
    ring
  rw [eq_div_iff (by positivity), hL, misfit_expand]
  linear_combination 2 * (bestShift m d * ∑ j, m j ^ 2 - ∑ j, m j * d j) * hb

/-- Suppose one shift repairs all orbits. After any nonzero change `ε` of the misfit of orbit
`k`, no shift repairs them all, provided some other orbit `l` has nonzero mass. -/
theorem repair_is_fragile [DecidableEq ι] {m d : ι → ℝ} {s ε : ℝ} {k l : ι}
    (hlk : l ≠ k) (hl : m l ≠ 0) (hε : ε ≠ 0) (h : misfit m d s = 0) (t : ℝ) :
    0 < misfit m (Function.update d k (d k + ε)) t := by
  have hd := (misfit_eq_zero_iff m d s).mp h
  refine lt_of_le_of_ne (misfit_nonneg _ _ _) fun h0 => ?_
  have ht := (misfit_eq_zero_iff _ _ _).mp h0.symm
  have hk := ht k
  have hl' := ht l
  rw [Function.update_self, hd k] at hk
  rw [Function.update_of_ne hlk, hd l] at hl'
  -- orbit l fixes the shift, so orbit k has no freedom left
  have hst : s = t := mul_left_cancel₀ hl hl'
  apply hε
  rw [hst] at hk
  linarith

/-- For two pockets with opposite masses `a`, `-a` and equal misfits `b`, a shift `s` leaves
the squared misfit `2 b² + 2 a² s²`. -/
theorem electron_hole_misfit (a b s : ℝ) :
    misfit ![a, -a] ![b, b] s = 2 * b ^ 2 + 2 * a ^ 2 * s ^ 2 := by
  simp only [misfit, Fin.sum_univ_two, Matrix.cons_val_zero, Matrix.cons_val_one]
  ring

end

end FermiLevelAdjustment
```

```lean
#print axioms FermiLevelAdjustment.fermi_level_adjustment
-- 'FermiLevelAdjustment.fermi_level_adjustment' depends on axioms: [propext, Classical.choice, Quot.sound]
#print axioms FermiLevelAdjustment.minimum_eq_pairwise
-- 'FermiLevelAdjustment.minimum_eq_pairwise' depends on axioms: [propext, Classical.choice, Quot.sound]
#print axioms FermiLevelAdjustment.repair_is_fragile
-- 'FermiLevelAdjustment.repair_is_fragile' depends on axioms: [propext, Classical.choice, Quot.sound]
#print axioms FermiLevelAdjustment.electron_hole_misfit
-- 'FermiLevelAdjustment.electron_hole_misfit' depends on axioms: [propext, Classical.choice, Quot.sound]
```

## How the Lean statements describe the orbits

The type `ι` labels the finitely many orbits. The functions `m d : ι → ℝ` hold the signed masses and the misfits, `misfit m d s` is $S(s)$, and `bestShift m d` is $s_*$. The hypothesis `hm : m ≠ 0` says that the mass function is not identically zero, so individual orbits may have zero mass. If all masses vanish, $S$ does not depend on $s$ and the minimizer is not unique.

The first part of `fermi_level_adjustment` says that a real number `s` satisfies `∀ t, misfit m d s ≤ misfit m d t` exactly when it equals the quotient of sums. The second part says that the misfit at `bestShift m d` is zero exactly when one constant `c` gives `d j = m j * c` for every orbit. The case of no misfit at all is included, with `c` equal to zero.

`minimum_eq_pairwise` gives the residual as a double sum over ordered pairs, which is why the factor 2 appears in the denominator. `repair_is_fragile` starts from a perfect fit, changes the misfit of orbit `k` by `ε` using `Function.update`, and concludes that the new misfit is positive for every shift `t`. It needs an orbit `l` different from `k` with nonzero mass.

`hasDerivAt_frequency` supplies the physical meaning of the slope. It assumes a nonzero charge `e` and an area with derivative `A'` at energy `E`, and concludes that $e\hbar F$ has derivative `cyclotronMass hbar A'` there. The sign of the mass is the sign of `A'`.

## How the lemmas carry the derivation

`misfit_expand` is the expansion in $D$, $P$ and $M$: it gathers the sums into one and checks each term with `ring`. `sum_mass_sq_pos` proves $M>0$ from one nonzero mass. In `misfit_complete_square`, the local equation `hb` is $s_*M=P$, and `linear_combination` uses a multiple of it to complete the square.

The main theorem treats a minimizer different from $s_*$ by contradiction: the extra term $M(s-s_*)^2$ would be positive, and `linarith` combines this with the assumed minimality. For the zero-residual criterion, `misfit_eq_zero_iff` turns a vanishing sum into one equation per orbit, and `misfit_nonneg` supplies the lower bound in $0\le S(s_*)\le S(c)=0$.

In `minimum_eq_pairwise`, `hL` is Lagrange's identity, after which the expansion and `hb` finish the calculation. The fragility proof names the equality of the two shifts `hst`, obtained by cancelling the nonzero mass of orbit `l`. `electron_hole_misfit` writes out the two-term sum and simplifies it.

## What a code can take from these theorems, and what it must supply

For given real numbers $m_j$ and $d_j$, the formulas for the shift and the residual hold without approximation. The approximation enters earlier, when the change of $e\hbar F_j$ is replaced by $m_js$. The derivative theorem justifies that slope at one energy but gives no bound on the error at a finite shift. In the file, `misfit` accepts any real masses, so it is up to the code to pass the slopes of its own calculated areas. The thermal damping of measured oscillations gives the magnitude of a mass, not its sign, and the measured mass can include interaction effects absent from the calculated bands.

The Onsager relation and the mass formula enter as definitions. The matching of measured to calculated frequencies is taken as given, and so is the survival of each orbit under the shift: a small pocket may vanish or merge with another before $s_*$ is reached. Nothing in the fit fixes the number of carriers either, so a shift that improves the frequencies may spoil the balance of electrons and holes in a compensated metal.

Finally, the zero-residual criterion is an equality between real numbers. Measured frequencies carry errors, so with two or more orbits of nonzero mass a small positive residual is to be expected even if a rigid shift is the correct physics. Whether a given residual is small enough has to be judged against the uncertainties $\sigma_j$.
